# The projected Sternheimer equation in a non-orthogonal basis and its sum over empty states

## Physical setting

Take two basis functions that overlap, with Hamiltonian and overlap matrices
\[ H=\begin{pmatrix}0&0\\0&1\end{pmatrix},\qquad S=\begin{pmatrix}1&1\\1&2\end{pmatrix}. \]
The problem \(Hc=\varepsilon Sc\) has the solutions \(c_0=(1,0)\), \(\varepsilon_0=0\) and \(c_1=(-1,1)\), \(\varepsilon_1=1\). Here \(Sc_0=(1,1)\) and \(Sc_1=(0,1)\), so \(c_i^\dagger Sc_j=\delta_{ij}\). Call state 0 occupied and state 1 empty, and try to solve \((H-\varepsilon_0S)x=-r\) for an unknown \(x=(x_0,x_1)\) with the source \(r=(1,3)\). The left side is \((0,x_1)\), which never equals \((-1,-3)\). Removing the occupied part of the source repairs this: \(r-Sc_0\,(c_0^\dagger r)=(1,3)-(1,1)=(0,2)\), so \(x_1=-2\). The component \(x_0\) is still free, because \(c_0\) lies in the null space of \(H-\varepsilon_0S\). The condition \(c_0^\dagger Sx=x_0+x_1=0\) fixes it, and \(x=(2,-2)\). This equals \(-c_1\,(c_1^\dagger r)/(\varepsilon_1-\varepsilon_0)\), since \(c_1^\dagger r=2\). The position of \(S\) matters: \(r-c_0\,(c_0^\dagger Sr)=(-3,3)\) would again give an equation without solution.

Augmented plane waves and local orbitals are not mutually orthogonal, so the LAPW secular problem has this generalised form. If a perturbation changes the matrices to first order by \(H^{(1)}\) and \(S^{(1)}\), and the energy \(\varepsilon_k\) of state \(k\) by \(\varepsilon^{(1)}\), the first-order terms of \(Hc=\varepsilon Sc\) give for the change \(c^{(1)}\) of \(c_k\)
\[ (H-\varepsilon_kS)\,c^{(1)}=-(H^{(1)}-\varepsilon^{(1)}S-\varepsilon_kS^{(1)})\,c_k . \]
This linear system is the Sternheimer equation, treated here in its projected form. The result shows that, in a finite basis and for given (not self-consistently updated) \(H^{(1)}\) and \(S^{(1)}\), an occupied state \(k\) whose energy differs from all empty energies, and a solution required to be \(S\)-orthogonal to the occupied states, the projected equation, which is written with the occupied states alone, has exactly one solution, the vector obtained by summing over all empty ones.

## Statement

Let \(H,S\) be complex \(N\times N\) matrices, and let \(c_j\) be \(N\) vectors with real numbers \(\varepsilon_j\) such that
\[ c_i^\dagger Sc_j=\delta_{ij},\qquad Hc_j=\varepsilon_jSc_j . \]
Split the states into a set "occ" and its complement "emp". Write \(\langle u,v\rangle=u^\dagger v=\sum_a\overline{u_a}v_a\), a bracket without \(S\). Let \(\varepsilon\) be real with \(\varepsilon\ne\varepsilon_j\) for every empty \(j\), and let \(r\) be any vector. Then `sternheimer_iff` says that \(x\) satisfies
\[ (H-\varepsilon S)x=-\Big(r-\sum_{i\in\mathrm{occ}}Sc_i\langle c_i,r\rangle\Big),\qquad \langle c_i,Sx\rangle=0\ \ (i\in\mathrm{occ}) \]
if and only if
\[ x=-\sum_{j\in\mathrm{emp}}\frac{\langle c_j,r\rangle}{\varepsilon_j-\varepsilon}\,c_j . \]
From right to left this shows that the sum is a solution, from left to right that there is no other. A source \(r=(H^{(1)}-\varepsilon S^{(1)})c\) with any vector \(c\) is a special case.

The corollary `first_order_response` takes an occupied state \(k\) whose energy differs from all empty energies, sets \(\varepsilon=\varepsilon_k\), and uses the source \((H^{(1)}-\varepsilon^{(1)}S-\varepsilon_kS^{(1)})c_k\). For every complex \(\varepsilon^{(1)}\) the unique solution is the sum over empty states with \(r=(H^{(1)}-\varepsilon_kS^{(1)})c_k\).

## Derivation

Completeness. Let \(C\) be the matrix whose columns are the \(c_j\). Orthonormality reads \(C^\dagger SC=1\). The matrices are square, so a left inverse is also a right inverse. Grouping as \((C^\dagger S)C=1\) gives \(CC^\dagger S=1\), and grouping as \(C^\dagger(SC)=1\) gives \(SCC^\dagger=1\). Applied to a vector \(y\),
\[ y=\sum_j\langle c_j,Sy\rangle\,c_j,\qquad y=\sum_j\langle c_j,y\rangle\,Sc_j . \]
The first expansion suits the unknown, the second the source.

Right-hand side. Expanding \(r\) in the second way and subtracting the occupied terms leaves
\[ r-\sum_{i\in\mathrm{occ}}Sc_i\langle c_i,r\rangle=\sum_{j\in\mathrm{emp}}\langle c_j,r\rangle\,Sc_j . \]

Shifted operator. For any set \(s\) of states and coefficients \(a_j\), the eigenvalue equation gives
\[ (H-\varepsilon S)\sum_{j\in s}a_jc_j=\sum_{j\in s}(\varepsilon_j-\varepsilon)\,a_j\,Sc_j . \]

Projection. By orthonormality \(\langle c_i,\sum_{j\in s}a_jSc_j\rangle\) equals \(a_i\) for \(i\in s\) and zero otherwise.

Existence. Put \(a_j=-\langle c_j,r\rangle/(\varepsilon_j-\varepsilon)\) on the empty set. The factors \(\varepsilon_j-\varepsilon\) cancel and the operator returns \(-\sum_{\mathrm{emp}}\langle c_j,r\rangle Sc_j\), the required right-hand side. For occupied \(i\), projecting \(Sx=\sum_{\mathrm{emp}}a_jSc_j\) on \(c_i\) gives zero.

Uniqueness. Let \(x\) be a solution and \(a_j=\langle c_j,Sx\rangle\). The constraint kills the occupied terms of the first expansion, so \(x=\sum_{\mathrm{emp}}a_jc_j\). The equation becomes
\[ \sum_{j\in\mathrm{emp}}(\varepsilon_j-\varepsilon)a_jSc_j=-\sum_{j\in\mathrm{emp}}\langle c_j,r\rangle Sc_j . \]
Projecting on an empty \(c_j\) gives \((\varepsilon_j-\varepsilon)a_j=-\langle c_j,r\rangle\), and division by \(\varepsilon_j-\varepsilon\ne0\) fixes \(a_j\).

Corollary. For \(j\) empty and \(k\) occupied, \(j\ne k\), so \(\langle c_j,\varepsilon^{(1)}Sc_k\rangle=0\) and the \(\varepsilon^{(1)}\) term drops out of every numerator.

A neighbouring result comes from projecting the unprojected first-order equation on \(c_k\) itself. Expanding \(c^{(1)}\) in the \(c_j\), the left side has the factor \(\varepsilon_k-\varepsilon_k=0\), which leaves \(\varepsilon^{(1)}=\langle c_k,(H^{(1)}-\varepsilon_kS^{(1)})c_k\rangle\). To see \(S^{(1)}\) at work in the two-function case, replace \(H\) by \(H+S\), which keeps \(c_0,c_1\) and moves the energies to 1 and 2. Take
\[ H^{(1)}=\begin{pmatrix}2&3\\3&0\end{pmatrix},\qquad S^{(1)}=\begin{pmatrix}1&0\\0&0\end{pmatrix}. \]
Then \((H^{(1)}-1\cdot S^{(1)})c_0=(1,3)\), the source used above, so \(\varepsilon^{(1)}=1\) and \(x=(2,-2)\). Leaving out \(S^{(1)}\) would give the source \((2,3)\), the numerator \(c_1^\dagger(2,3)=1\), and half the response.

## What the formal version assumes

The type `n` indexes basis functions and `ι` indexes states. The vector \(c_j\) is `c j`, the energy \(\varepsilon_j\) is `e j` with `e : ι → ℝ`, and `braket u v` is \(u^\dagger v\), antilinear in its first slot. The structure `GenEigenbasis H S c e` holds three hypotheses: `card` (as many states as basis functions), `orth` and `eig`. The occupied set is `occ : Finset ι` and the empty set is `occᶜ`. The definitions `projResidual`, `sumOverStates` and `IsSternheimerSolution` are the bracketed source, the sum with its minus sign, and the pair of conditions on \(x\). The gap condition is `hε`; in the corollary `H1`, `S1`, `ε1` are \(H^{(1)},S^{(1)},\varepsilon^{(1)}\).

The eigenbasis is assumed, not constructed from a Hermitian \(H\) and a positive definite \(S\), and neither property appears among the hypotheses. The theorem `spectral_forms` states, with \(a_j=\langle c_j,Sx\rangle\) and \(b_j=\langle c_j,Sy\rangle\) for any \(x,y\),
\[ x^\dagger Sy=\sum_j\overline{a_j}\,b_j,\qquad x^\dagger Hy=\sum_j\overline{a_j}\,\varepsilon_jb_j . \]
Exchanging \(x\) and \(y\) conjugates both sums, as it should for Hermitian matrices, and \(x^\dagger Sx=\sum_j|a_j|^2\) vanishes only if all \(a_j\), and hence \(x\), vanish. This reading of the formulas, the perturbation expansion that motivates the source, the expression for \(\varepsilon^{(1)}\) and the worked numbers for \(x\) are argued on paper and have no theorem in the file.

The set `occ` is arbitrary and need not hold the lowest energies. Degeneracy is allowed, and \(\varepsilon\) may coincide with occupied energies, where \(H-\varepsilon S\) is singular. If all states are occupied, the gap condition is vacuous and the solution is \(x=0\); if none are, the constraint is vacuous and no projection takes place. The matrices `H1` and `S1` are arbitrary, with no symmetry required.

In the corollary, the vector \(x\) is the part of the first-order coefficient vector \(c^{(1)}\) that lies along the empty \(c_j\), provided that \(c^{(1)}\) exists. If other occupied states \(c_i\) share the energy \(\varepsilon_k\), the unprojected equation has a solution only if \(\langle c_i,(H^{(1)}-\varepsilon_kS^{(1)})c_k\rangle=0\) for each of them, so \(c_k\) must be chosen suitably within the degenerate level. The projected equation is solvable without this condition. If the basis functions themselves change with the perturbation, the first-order wave function also contains their change, weighted with the coefficients \(c_k\), and this term is not part of \(x\). Components of \(c^{(1)}\) along occupied states are not treated. At first order, normalisation fixes only the real part of the component along \(c_k\) itself, at \(-\tfrac12\langle c_k,S^{(1)}c_k\rangle\) for Hermitian \(S^{(1)}\). Along another occupied \(c_i\) with \(\varepsilon_i\ne\varepsilon_k\), the unprojected equation gives the coefficient \(-\langle c_i,(H^{(1)}-\varepsilon_kS^{(1)})c_k\rangle/(\varepsilon_i-\varepsilon_k)\), which need not vanish when \(S^{(1)}=0\). Occupation is all or nothing, so fractional occupations are not modelled, and "all empty states" means all those of the finite matrix problem.

## The file

In Lean 4 with Mathlib:

```lean
import Mathlib

open Matrix

namespace SternheimerNonorthogonal

noncomputable section

variable {n ι : Type*} [Fintype n] [Fintype ι] [DecidableEq ι]

/-- The bracket `u† v` of two coefficient vectors. -/
def braket (u v : n → ℂ) : ℂ := star u ⬝ᵥ v

/-- A complete `S`-orthonormal set of solutions of `H c = ε S c` with real eigenvalues. -/
structure GenEigenbasis (H S : Matrix n n ℂ) (c : ι → n → ℂ) (e : ι → ℝ) : Prop where
  card : Fintype.card ι = Fintype.card n
  orth : ∀ i j, braket (c i) (S *ᵥ c j) = if i = j then 1 else 0
  eig : ∀ i, H *ᵥ c i = (e i : ℂ) • (S *ᵥ c i)

/-- The projected residual `(1 - ∑_occ S c_i c_i†) r`. -/
def projResidual (S : Matrix n n ℂ) (c : ι → n → ℂ) (occ : Finset ι) (r : n → ℂ) : n → ℂ :=
  r - ∑ i ∈ occ, braket (c i) r • (S *ᵥ c i)

/-- The sum over empty states `-∑_empty c_j ⟨c_j, r⟩ / (ε_j - ε)`. -/
def sumOverStates (c : ι → n → ℂ) (e : ι → ℝ) (occ : Finset ι) (ε : ℝ) (r : n → ℂ) : n → ℂ :=
  -∑ j ∈ occᶜ, (braket (c j) r / ((e j : ℂ) - ε)) • c j

/-- `x` solves `(H - εS) x = -(1 - ∑_occ S c_i c_i†) r` and is `S`-orthogonal to the
occupied states. -/
def IsSternheimerSolution (H S : Matrix n n ℂ) (c : ι → n → ℂ) (occ : Finset ι) (ε : ℝ)
    (r x : n → ℂ) : Prop :=
  (H - (ε : ℂ) • S) *ᵥ x = -projResidual S c occ r ∧ ∀ i ∈ occ, braket (c i) (S *ᵥ x) = 0

variable {H S : Matrix n n ℂ} {c : ι → n → ℂ} {e : ι → ℝ}

/-- Completeness: `∑_j c_j c_j† S = 1` and `∑_j S c_j c_j† = 1`, applied to a vector. -/
theorem completeness (h : GenEigenbasis H S c e) (x : n → ℂ) :
    x = ∑ j, braket (c j) (S *ᵥ x) • c j ∧ x = ∑ j, braket (c j) x • (S *ᵥ c j) := by
  haveI : DecidableEq n := Classical.decEq n
  let C : Matrix n ι ℂ := Matrix.of fun a j => c j a
  have hadj : ∀ y j, (Cᴴ *ᵥ y) j = braket (c j) y := fun y j => by
    simp [C, braket, Matrix.mulVec, dotProduct]
  have hC : ∀ a : ι → ℂ, C *ᵥ a = ∑ j, a j • c j := fun a => by
    ext k
    simp [C, Matrix.mulVec, dotProduct, Finset.sum_apply, mul_comm]
  have h1 : Cᴴ * (S * C) = 1 := by
    ext i j
    rw [Matrix.one_apply, ← h.orth i j]
    simp [C, braket, Matrix.mul_apply, Matrix.mulVec, dotProduct]
  -- one-sided inverses are two-sided since the numbers of states and basis functions agree
  have eqv : ι ≃ n := Fintype.equivOfCardEq h.card
  have h2 : S * C * Cᴴ = 1 := (Matrix.mul_eq_one_comm_of_equiv eqv).1 h1
  have h3 : C * (Cᴴ * S) = 1 :=
    (Matrix.mul_eq_one_comm_of_equiv eqv).1 (by rw [Matrix.mul_assoc]; exact h1)
  constructor
  · have h4 : C *ᵥ (Cᴴ *ᵥ (S *ᵥ x)) = x := by
      rw [Matrix.mulVec_mulVec, Matrix.mulVec_mulVec, Matrix.mul_assoc, h3, Matrix.one_mulVec]
    rw [hC] at h4
    simpa only [hadj] using h4.symm
  · have h4 : S *ᵥ (C *ᵥ (Cᴴ *ᵥ x)) = x := by
      rw [Matrix.mulVec_mulVec, Matrix.mulVec_mulVec, h2, Matrix.one_mulVec]
    rw [hC, Matrix.mulVec_sum] at h4
    simpa only [hadj, Matrix.mulVec_smul] using h4.symm

/-- Projecting `∑_{j ∈ s} a_j S c_j` on `c_i` gives `a_i` for `i ∈ s` and zero otherwise. -/
theorem braket_sum (h : GenEigenbasis H S c e) (s : Finset ι) (a : ι → ℂ) (i : ι) :
    braket (c i) (∑ j ∈ s, a j • (S *ᵥ c j)) = if i ∈ s then a i else 0 := by
  have ho : ∀ j, star (c i) ⬝ᵥ (S *ᵥ c j) = if i = j then 1 else 0 := h.orth i
  simp [braket, dotProduct_sum, dotProduct_smul, ho]

/-- With `a_j = c_j† S x`, the matrix elements are `x† S y = ∑_j a_j* b_j` and
`x† H y = ∑_j ε_j a_j* b_j`, where `b_j = c_j† S y`. -/
theorem spectral_forms (h : GenEigenbasis H S c e) (x y : n → ℂ) :
    braket x (S *ᵥ y) = ∑ j, star (braket (c j) (S *ᵥ x)) * braket (c j) (S *ᵥ y) ∧
    braket x (H *ᵥ y)
      = ∑ j, star (braket (c j) (S *ᵥ x)) * ((e j : ℂ) * braket (c j) (S *ᵥ y)) := by
  have hx : ∀ z, braket x z = ∑ j, star (braket (c j) (S *ᵥ x)) * braket (c j) z := fun z => by
    conv_lhs => rw [(completeness h x).1]
    simp only [braket, star_sum, star_smul, sum_dotProduct, smul_dotProduct, smul_eq_mul]
  refine ⟨hx _, ?_⟩
  have hy : H *ᵥ y = ∑ j, ((e j : ℂ) * braket (c j) (S *ᵥ y)) • (S *ᵥ c j) := by
    conv_lhs => rw [(completeness h y).1]
    simp only [Matrix.mulVec_sum, Matrix.mulVec_smul, h.eig, smul_smul, mul_comm]
  rw [hx, hy]
  simp only [braket_sum h, Finset.mem_univ, if_true]

/-- The projected residual equals `∑_empty S c_j ⟨c_j, r⟩`. -/
theorem projResidual_eq (h : GenEigenbasis H S c e) (occ : Finset ι) (r : n → ℂ) :
    projResidual S c occ r = ∑ j ∈ occᶜ, braket (c j) r • (S *ᵥ c j) := by
  have h1 := (completeness h r).2
  rw [← Finset.sum_add_sum_compl occ] at h1
  rw [projResidual, sub_eq_iff_eq_add, add_comm]
  exact h1

/-- `H - εS` maps `∑_{j ∈ s} a_j c_j` to `∑_{j ∈ s} (ε_j - ε) a_j S c_j`. -/
theorem shifted_apply (h : GenEigenbasis H S c e) (ε : ℝ) (s : Finset ι) (a : ι → ℂ) :
    (H - (ε : ℂ) • S) *ᵥ (∑ j ∈ s, a j • c j)
      = ∑ j ∈ s, (((e j : ℂ) - ε) * a j) • (S *ᵥ c j) := by
  rw [Matrix.mulVec_sum]
  refine Finset.sum_congr rfl fun j _ => ?_
  rw [Matrix.mulVec_smul, Matrix.sub_mulVec, Matrix.smul_mulVec, h.eig]
  module

/-- If `ε` differs from all empty-state eigenvalues, the projected Sternheimer equation with
`S`-orthogonality to the occupied states has the sum over empty states as its only solution. -/
theorem sternheimer_iff (h : GenEigenbasis H S c e) (occ : Finset ι) (ε : ℝ)
    (hε : ∀ j ∉ occ, e j ≠ ε) (r x : n → ℂ) :
    IsSternheimerSolution H S c occ ε r x ↔ x = sumOverStates c e occ ε r := by
  have hne : ∀ j ∈ occᶜ, (e j : ℂ) - ε ≠ 0 := fun j hj =>
    sub_ne_zero.2 (by exact_mod_cast hε j (Finset.mem_compl.1 hj))
  unfold IsSternheimerSolution sumOverStates
  rw [projResidual_eq h]
  constructor
  · rintro ⟨h1, h2⟩
    -- only empty states enter the expansion of x
    have hx : x = ∑ j ∈ occᶜ, braket (c j) (S *ᵥ x) • c j := by
      have h3 := (completeness h x).1
      rw [← Finset.sum_add_sum_compl occ,
        Finset.sum_eq_zero (s := occ) (fun i hi => by rw [h2 i hi, zero_smul]), zero_add] at h3
      exact h3
    have h4 := shifted_apply h ε occᶜ fun j => braket (c j) (S *ᵥ x)
    rw [← hx, h1, ← Finset.sum_neg_distrib] at h4
    simp only [← neg_smul] at h4
    rw [hx, ← Finset.sum_neg_distrib]
    refine Finset.sum_congr rfl fun j hj => ?_
    -- project the equation on c_j
    have h5 := congrArg (braket (c j)) h4
    rw [braket_sum h, braket_sum h, if_pos hj, if_pos hj] at h5
    rw [← neg_smul, ← neg_div, h5, mul_div_cancel_left₀ _ (hne j hj)]
  · rintro rfl
    constructor
    · rw [Matrix.mulVec_neg, shifted_apply h]
      congr 1
      refine Finset.sum_congr rfl fun j hj => ?_
      rw [mul_div_cancel₀ _ (hne j hj)]
    · intro i hi
      rw [← Finset.sum_neg_distrib, Matrix.mulVec_sum]
      simp only [← neg_smul, Matrix.mulVec_smul]
      rw [braket_sum h, if_neg (by simpa using hi)]

/-- For an occupied state `k` whose energy differs from all empty ones, the equation with
residual `(H1 - ε1 S - ε_k S1) c_k` has, for every `ε1`, the unique solution given by the sum
over empty states with `r = (H1 - ε_k S1) c_k`. -/
theorem first_order_response (h : GenEigenbasis H S c e) (occ : Finset ι) (k : ι)
    (hk : k ∈ occ) (hε : ∀ j ∉ occ, e j ≠ e k) (H1 S1 : Matrix n n ℂ) (ε1 : ℂ) (x : n → ℂ) :
    IsSternheimerSolution H S c occ (e k) ((H1 - ε1 • S - (e k : ℂ) • S1) *ᵥ c k) x ↔
      x = sumOverStates c e occ (e k) ((H1 - (e k : ℂ) • S1) *ᵥ c k) := by
  rw [sternheimer_iff h occ (e k) hε]
  have key : ∀ j ∈ occᶜ, braket (c j) ((H1 - ε1 • S - (e k : ℂ) • S1) *ᵥ c k)
      = braket (c j) ((H1 - (e k : ℂ) • S1) *ᵥ c k) := fun j hj => by
    have hjk : j ≠ k := fun hh => Finset.mem_compl.1 hj (hh ▸ hk)
    have ho : star (c j) ⬝ᵥ (S *ᵥ c k) = 0 := by
      have := h.orth j k
      rwa [if_neg hjk] at this
    simp only [braket, Matrix.sub_mulVec, Matrix.smul_mulVec, dotProduct_sub, dotProduct_smul,
      ho, smul_zero, sub_zero]
  unfold sumOverStates
  rw [Finset.sum_congr rfl fun j hj => by rw [key j hj]]

/-- A two-function basis with non-diagonal overlap: `c = (1,0), (-1,1)` with energies `0, 1`
is a complete `S`-orthonormal eigenbasis. -/
theorem genEigenbasis_witness :
    GenEigenbasis (!![0, 0; 0, 1] : Matrix (Fin 2) (Fin 2) ℂ) !![1, 1; 1, 2]
      ![![1, 0], ![-1, 1]] ![0, 1] := by
  refine ⟨rfl, fun i j => ?_, fun i => ?_⟩
  · fin_cases i <;> fin_cases j <;>
      norm_num [braket, Matrix.mulVec, dotProduct, Fin.sum_univ_succ]
  · ext a
    fin_cases i <;> fin_cases a <;>
      norm_num [Matrix.mulVec, dotProduct, Fin.sum_univ_succ]

end

end SternheimerNonorthogonal
```

```lean
#print axioms SternheimerNonorthogonal.spectral_forms
#print axioms SternheimerNonorthogonal.sternheimer_iff
#print axioms SternheimerNonorthogonal.first_order_response
```

```
'SternheimerNonorthogonal.spectral_forms' depends on axioms: [propext, Classical.choice, Quot.sound]
'SternheimerNonorthogonal.sternheimer_iff' depends on axioms: [propext, Classical.choice, Quot.sound]
'SternheimerNonorthogonal.first_order_response' depends on axioms: [propext, Classical.choice, Quot.sound]
```

## Notes on the proof

In `completeness`, `C` is the matrix with the \(c_j\) as columns, `hadj` identifies the components of \(C^\dagger y\) with \(\langle c_j,y\rangle\), and `hC` writes \(Ca\) as \(\sum_ja_jc_j\). The statement `h1` is \(C^\dagger(SC)=1\). Since `C` has rows in `n` and columns in `ι`, squareness enters through the bijection `eqv` obtained from `card`, and `Matrix.mul_eq_one_comm_of_equiv` turns `h1` into `h2` (\(SCC^\dagger=1\)) and `h3` (\(CC^\dagger S=1\)).

`braket_sum` is the projection step. `projResidual_eq` splits the second expansion of \(r\) into occupied and empty parts with `Finset.sum_add_sum_compl`. `shifted_apply` works term by term, inserts `h.eig`, and lets `module` collect the scalar factors. `spectral_forms` expands the left vector by the first completeness relation (`hx`), writes \(Hy=\sum_j\varepsilon_jb_jSc_j\) (`hy`) and projects; the later theorems do not use it.

In `sternheimer_iff`, `hne` carries the gap condition over to the complex denominators. The first branch is uniqueness: `hx` is the expansion of \(x\) over empty states, `h4` is the equation between the two sums of \(Sc_j\), `h5` is its projection on \(c_j\), and `mul_div_cancel_left₀` performs the division. The second branch substitutes the sum by `rintro rfl`, cancels the denominators with `mul_div_cancel₀`, and obtains the constraint from `braket_sum`, because an occupied index is not in `occᶜ`.

`first_order_response` rewrites with the main theorem and uses `key`, the equality of the numerators with and without the \(\varepsilon^{(1)}\) term, which rests on `ho`, that is \(c_j^\dagger Sc_k=0\). Finally `genEigenbasis_witness` checks entry by entry that the opening matrices, with \(c_0,c_1\) and energies 0 and 1, satisfy `GenEigenbasis` for a non-diagonal overlap.
